# For real vectors in three dimensions, the squared norms $I_0, I_1, I_2$ of the scalar, antisymmetric and symmetric traceless parts of $ab^T$ obey $I_2 = I_1 + 2I_0$ and span a two-dimensional space

Before a linear fit on rotational invariants of two vectors $a$ and $b$, redundant columns can be removed from the design matrix. Suppose that its only columns are the squared norms $I_0, I_1, I_2$ of the scalar, antisymmetric and symmetric traceless parts of the product tensor $ab^T$. For real vectors in three dimensions, $I_2$ can be deleted without changing the set of functions that the fit can represent, and no further column of the three can go.

In angular momentum language, $a$ and $b$ are coupled to $L = 0, 1, 2$, and the result is contracted with a second copy of itself. Up to a nonzero constant, this is the coupling chain in which $a, b, a, b$ are coupled one after another to total angular momentum zero, with intermediate angular momentum $L$ after the first two. Here the invariants are defined by Cartesian tensors, without Clebsch–Gordan coefficients. A code that normalises its chains differently multiplies each $I_L$ by a nonzero constant, which can change the coefficients of the relation but not the number of linearly independent invariants.

## Tensors and their three parts

The argument works in $n$ dimensions. Components are labelled by a finite type `ι`, and $n$ is `Fintype.card ι`; three-dimensional space is `Fin 3`.

In Lean 4 with Mathlib:

```lean
import Mathlib

open Matrix

namespace CouplingChainInvariants

noncomputable section

variable {ι : Type*} [Fintype ι] [DecidableEq ι]
```

An invariant is treated as a function of both vectors, so that a linear relation means equality for every $a$ and $b$. Such functions form a real vector space, in which rank is the dimension of a span.

```lean
/-- Real functions of a pair of vectors. -/
abbrev PairFunction (ι : Type*) := (ι → ℝ) → (ι → ℝ) → ℝ
```

The squared Frobenius norm of a tensor $T$ is
$$\|T\|^2 = \sum_{i,j} T_{ij}^2 .$$

```lean
/-- The squared Frobenius norm of a second-rank tensor. -/
def frobSq (T : Matrix ι ι ℝ) : ℝ := ∑ i, ∑ j, T i j ^ 2
```

The scalar part is the multiple of the identity that has the same trace as $T$, namely $(\operatorname{tr}T/n)\,\mathbb 1$.

```lean
/-- The scalar part of a tensor: the multiple of the identity with the same trace. -/
def scalarPart (T : Matrix ι ι ℝ) : Matrix ι ι ℝ :=
  (T.trace / (Fintype.card ι : ℝ)) • (1 : Matrix ι ι ℝ)
```

The antisymmetric part is $(T - T^T)/2$. In three dimensions its three independent components carry $L = 1$.

```lean
/-- The antisymmetric part of a tensor. -/
def antisymPart (T : Matrix ι ι ℝ) : Matrix ι ι ℝ := (1 / 2 : ℝ) • (T - Tᵀ)
```

The symmetric part is $(T + T^T)/2$, which still contains the trace.

```lean
/-- The symmetric part of a tensor. -/
def symPart (T : Matrix ι ι ℝ) : Matrix ι ι ℝ := (1 / 2 : ℝ) • (T + Tᵀ)
```

Subtracting the scalar part leaves the symmetric traceless part, which carries $L = 2$ in three dimensions:
$$\frac{T + T^T}{2} - \frac{\operatorname{tr}T}{n}\,\mathbb 1 .$$

```lean
/-- The symmetric traceless part of a tensor. -/
def tracelessPart (T : Matrix ι ι ℝ) : Matrix ι ι ℝ := symPart T - scalarPart T
```

The product tensor has components $(ab^T)_{ij} = a_i b_j$, written `vecMulVec a b`. The first invariant is the squared norm of its scalar part.

```lean
/-- The invariant `I0`: squared norm of the scalar part of `a bᵀ`. -/
def chain0 : PairFunction ι := fun a b => frobSq (scalarPart (vecMulVec a b))
```

The second invariant uses the antisymmetric part.

```lean
/-- The invariant `I1`: squared norm of the antisymmetric part of `a bᵀ`. -/
def chain1 : PairFunction ι := fun a b => frobSq (antisymPart (vecMulVec a b))
```

The third uses the symmetric traceless part.

```lean
/-- The invariant `I2`: squared norm of the symmetric traceless part of `a bᵀ`. -/
def chain2 : PairFunction ι := fun a b => frobSq (tracelessPart (vecMulVec a b))
```

## Norms after a shift by the identity

Subtracting $c\,\mathbb 1$ from a tensor $S$ changes only the diagonal entries, for which $(S_{ii} - c)^2 = S_{ii}^2 + c^2 - 2cS_{ii}$. Summing over all entries gives
$$\|S - c\,\mathbb 1\|^2 = \|S\|^2 - 2c\,\operatorname{tr}S + n c^2 .$$
The proof states the entrywise identity with an `if i = j` term, checks the two cases, and sums.

```lean
/-- The squared norm of a tensor from which a multiple of the identity is subtracted. -/
theorem frobSq_sub_smul_one (S : Matrix ι ι ℝ) (c : ℝ) :
    frobSq (S - c • (1 : Matrix ι ι ℝ)) =
      frobSq S - 2 * c * S.trace + (Fintype.card ι : ℝ) * c ^ 2 := by
  have h : ∀ i j, (S - c • (1 : Matrix ι ι ℝ)) i j ^ 2 =
      S i j ^ 2 + (if i = j then c ^ 2 - 2 * c * S i j else 0) := by
    intro i j
    simp only [Matrix.sub_apply, Matrix.smul_apply, Matrix.one_apply, smul_eq_mul]
    split_ifs <;> ring
  unfold frobSq
  simp only [h, Finset.sum_add_distrib, Finset.sum_ite_eq, Finset.mem_univ, if_true,
    Finset.sum_sub_distrib, ← Finset.mul_sum, Finset.sum_const, Finset.card_univ,
    nsmul_eq_mul, Matrix.trace, Matrix.diag_apply]
  ring
```

Setting $S = 0$ and $c = -\operatorname{tr}T/n$ gives the norm of the scalar part:
$$\left\|\frac{\operatorname{tr}T}{n}\,\mathbb 1\right\|^2 = n\left(\frac{\operatorname{tr}T}{n}\right)^2 = \frac{(\operatorname{tr}T)^2}{n} .$$
The hypothesis `Nonempty ι` says that $n \geq 1$, which permits the cancellation of $n$.

```lean
/-- The squared norm of the scalar part is the squared trace divided by the dimension. -/
theorem frobSq_scalarPart [Nonempty ι] (T : Matrix ι ι ℝ) :
    frobSq (scalarPart T) = T.trace ^ 2 / (Fintype.card ι : ℝ) := by
  have hn : (Fintype.card ι : ℝ) ≠ 0 := Nat.cast_ne_zero.mpr Fintype.card_ne_zero
  have e : scalarPart T =
      0 - (-(T.trace / (Fintype.card ι : ℝ))) • (1 : Matrix ι ι ℝ) := by
    unfold scalarPart
    module
  have z : frobSq (0 : Matrix ι ι ℝ) = 0 := by simp [frobSq]
  rw [e, frobSq_sub_smul_one, z, Matrix.trace_zero]
  field_simp
  try ring
```

## The invariants in terms of dot products

Since $\operatorname{tr}(ab^T) = \sum_i a_i b_i = a\cdot b$, the previous formula gives $I_0 = (a\cdot b)^2/n$.

For the antisymmetric part, the square of one entry is
$$\left(\frac{a_i b_j - a_j b_i}{2}\right)^2 = \tfrac14 a_i^2 b_j^2 + \tfrac14 b_i^2 a_j^2 - \tfrac12 (a_i b_i)(a_j b_j) .$$
Each term is a factor in $i$ times a factor in $j$, so the double sum factorises:
$$I_1 = \frac{|a|^2|b|^2 - (a\cdot b)^2}{2} .$$
In three dimensions this is $|a\times b|^2/2$.

The symmetric part differs only in the sign of the cross term, so its squared norm is $\left(|a|^2|b|^2 + (a\cdot b)^2\right)/2$. Its trace is again $a\cdot b$. The shift formula with $c = (a\cdot b)/n$ contributes $-2(a\cdot b)^2/n + (a\cdot b)^2/n$, hence
$$I_2 = \frac{|a|^2|b|^2 + (a\cdot b)^2}{2} - \frac{(a\cdot b)^2}{n} .$$
The three parts of the proof follow these calculations. In the second and third parts, `h` is the expansion of one squared entry, and the `simp only` calls after it factor the sums.

```lean
/-- The three invariants expressed through the dot products of the two vectors. -/
theorem chains_eq_dotProducts [Nonempty ι] (a b : ι → ℝ) :
    chain0 a b = (a ⬝ᵥ b) ^ 2 / (Fintype.card ι : ℝ) ∧
    chain1 a b = ((a ⬝ᵥ a) * (b ⬝ᵥ b) - (a ⬝ᵥ b) ^ 2) / 2 ∧
    chain2 a b = ((a ⬝ᵥ a) * (b ⬝ᵥ b) + (a ⬝ᵥ b) ^ 2) / 2
      - (a ⬝ᵥ b) ^ 2 / (Fintype.card ι : ℝ) := by
  have hn : (Fintype.card ι : ℝ) ≠ 0 := Nat.cast_ne_zero.mpr Fintype.card_ne_zero
  have ht : (vecMulVec a b).trace = a ⬝ᵥ b := by
    simp only [Matrix.trace, Matrix.diag_apply, vecMulVec_apply, dotProduct]
  refine ⟨?_, ?_, ?_⟩
  · unfold chain0
    rw [frobSq_scalarPart, ht]
  · -- expand the square entrywise, then factor the double sums
    have h : ∀ i j, antisymPart (vecMulVec a b) i j ^ 2 =
        1 / 4 * ((a i * a i) * (b j * b j)) + 1 / 4 * ((b i * b i) * (a j * a j))
          - 1 / 2 * ((a i * b i) * (a j * b j)) := by
      intro i j
      simp only [antisymPart, Matrix.smul_apply, Matrix.sub_apply, Matrix.transpose_apply,
        vecMulVec_apply, smul_eq_mul]
      ring
    unfold chain1 frobSq
    simp only [h, Finset.sum_add_distrib, Finset.sum_sub_distrib, ← Finset.mul_sum,
      ← Finset.sum_mul, dotProduct]
    ring
  · have h : ∀ i j, symPart (vecMulVec a b) i j ^ 2 =
        1 / 4 * ((a i * a i) * (b j * b j)) + 1 / 4 * ((b i * b i) * (a j * a j))
          + 1 / 2 * ((a i * b i) * (a j * b j)) := by
      intro i j
      simp only [symPart, Matrix.smul_apply, Matrix.add_apply, Matrix.transpose_apply,
        vecMulVec_apply, smul_eq_mul]
      ring
    have hs : frobSq (symPart (vecMulVec a b)) =
        ((a ⬝ᵥ a) * (b ⬝ᵥ b) + (a ⬝ᵥ b) ^ 2) / 2 := by
      unfold frobSq
      simp only [h, Finset.sum_add_distrib, ← Finset.mul_sum, ← Finset.sum_mul, dotProduct]
      ring
    have hst : (symPart (vecMulVec a b)).trace = a ⬝ᵥ b := by
      unfold symPart
      rw [Matrix.trace_smul, Matrix.trace_add, Matrix.trace_transpose, ht, smul_eq_mul]
      ring
    -- removing the trace lowers the norm of the symmetric part
    unfold chain2 tracelessPart scalarPart
    rw [frobSq_sub_smul_one, hs, hst, ht]
    field_simp
    try ring
```

## The linear relation

The product $|a|^2|b|^2$ enters $I_1$ and $I_2$ with the same coefficient and cancels in their difference:
$$I_2 - I_1 = (a\cdot b)^2 - \frac{(a\cdot b)^2}{n} = (n-1)\,\frac{(a\cdot b)^2}{n} = (n-1)\,I_0 .$$
The theorem states this as an equality of functions. `funext` reduces it to arbitrary $a$ and $b$, and the dot-product formulas finish it. It also holds for $n = 1$, where $I_1$ and $I_2$ both vanish.

```lean
/-- In `n` dimensions the invariants obey `I2 = I1 + (n - 1) I0`. -/
theorem chain2_eq [Nonempty ι] :
    (chain2 : PairFunction ι) = chain1 + ((Fintype.card ι : ℝ) - 1) • chain0 := by
  have hn : (Fintype.card ι : ℝ) ≠ 0 := Nat.cast_ne_zero.mpr Fintype.card_ne_zero
  funext a b
  obtain ⟨h0, h1, h2⟩ := chains_eq_dotProducts a b
  simp only [Pi.add_apply, Pi.smul_apply, smul_eq_mul]
  rw [h0, h1, h2]
  field_simp
  try ring
```

## Two configurations that separate $I_0$ from $I_1$

Let $e_k$ be the Cartesian unit vector along axis $k$, written `Pi.single k 1`. For $a = b = e_k$ all dot products equal 1, and
$$I_0 = \frac1n, \qquad I_1 = 0, \qquad I_2 = 1 - \frac1n .$$

```lean
/-- Values of the invariants when both vectors are the same Cartesian unit vector. -/
theorem chains_parallel [Nonempty ι] (k : ι) :
    chain0 (Pi.single k 1) (Pi.single k 1) = 1 / (Fintype.card ι : ℝ) ∧
    chain1 (Pi.single k 1) (Pi.single k 1) = 0 ∧
    chain2 (Pi.single k 1) (Pi.single k 1) = 1 - 1 / (Fintype.card ι : ℝ) := by
  have d : (Pi.single k 1 : ι → ℝ) ⬝ᵥ Pi.single k 1 = 1 := by simp
  obtain ⟨h0, h1, h2⟩ := chains_eq_dotProducts (Pi.single k 1 : ι → ℝ) (Pi.single k 1)
  rw [h0, h1, h2, d]
  norm_num
```

For $a = e_k$ and $b = e_l$ with $k \neq l$, the vectors have unit length and $a\cdot b = 0$, so
$$I_0 = 0, \qquad I_1 = \frac12, \qquad I_2 = \frac12 .$$

```lean
/-- Values of the invariants for two different Cartesian unit vectors. -/
theorem chains_orthogonal [Nonempty ι] {k l : ι} (hkl : k ≠ l) :
    chain0 (Pi.single k 1) (Pi.single l 1) = 0 ∧
    chain1 (Pi.single k 1) (Pi.single l 1) = 1 / 2 ∧
    chain2 (Pi.single k 1) (Pi.single l 1) = 1 / 2 := by
  have d : ∀ m : ι, (Pi.single m 1 : ι → ℝ) ⬝ᵥ Pi.single m 1 = 1 := by intro m; simp
  have o : (Pi.single k 1 : ι → ℝ) ⬝ᵥ Pi.single l 1 = 0 := by
    simp [hkl.symm]
  obtain ⟨h0, h1, h2⟩ := chains_eq_dotProducts (Pi.single k 1 : ι → ℝ) (Pi.single l 1)
  rw [h0, h1, h2, d, d, o]
  norm_num
```

Suppose now that $sI_0 + tI_1 = 0$ for all pairs of vectors. The parallel pair gives $s/n = 0$ and the orthogonal pair gives $t/2 = 0$, so both coefficients vanish. This needs two different axes, and `Nontrivial ι` supplies them by requiring $n \geq 2$.

By the linear relation $I_2$ already lies in the span of $I_0$ and $I_1$. The three functions therefore span the same space as these two, and its dimension is 2. In the proof, `hs` is the equality of the two spans, and `finrank_span_eq_card` counts the independent generators.

```lean
/-- In at least two dimensions `I0` and `I1` are linearly independent functions of the two
vectors, and `I0`, `I1`, `I2` together span a space of dimension two. -/
theorem chains_rank_two [Nontrivial ι] :
    LinearIndependent ℝ ![(chain0 : PairFunction ι), chain1] ∧
    Module.finrank ℝ
      (Submodule.span ℝ ({chain0, chain1, chain2} : Set (PairFunction ι))) = 2 := by
  have hn : (Fintype.card ι : ℝ) ≠ 0 := Nat.cast_ne_zero.mpr Fintype.card_ne_zero
  have li : LinearIndependent ℝ ![(chain0 : PairFunction ι), chain1] := by
    rw [LinearIndependent.pair_iff]
    intro s t h
    obtain ⟨k, l, hkl⟩ := exists_pair_ne ι
    have hp := congrFun (congrFun h (Pi.single k 1)) (Pi.single k 1)
    have ho := congrFun (congrFun h (Pi.single k 1)) (Pi.single l 1)
    simp only [Pi.add_apply, Pi.smul_apply, Pi.zero_apply, smul_eq_mul] at hp ho
    rw [(chains_parallel k).1, (chains_parallel k).2.1] at hp
    rw [(chains_orthogonal hkl).1, (chains_orthogonal hkl).2.1] at ho
    constructor
    · field_simp at hp
      linarith
    · linarith
  refine ⟨li, ?_⟩
  -- the third invariant adds nothing to the span of the first two
  have hs : Submodule.span ℝ ({chain0, chain1, chain2} : Set (PairFunction ι)) =
      Submodule.span ℝ (Set.range ![(chain0 : PairFunction ι), chain1]) := by
    apply le_antisymm
    · have m0 : (chain0 : PairFunction ι) ∈
          Submodule.span ℝ (Set.range ![(chain0 : PairFunction ι), chain1]) :=
        Submodule.subset_span ⟨0, rfl⟩
      have m1 : (chain1 : PairFunction ι) ∈
          Submodule.span ℝ (Set.range ![(chain0 : PairFunction ι), chain1]) :=
        Submodule.subset_span ⟨1, rfl⟩
      have m2 : (chain2 : PairFunction ι) ∈
          Submodule.span ℝ (Set.range ![(chain0 : PairFunction ι), chain1]) := by
        rw [chain2_eq]
        exact Submodule.add_mem _ m1 (Submodule.smul_mem _ _ m0)
      rw [Submodule.span_le]
      rintro f (rfl | rfl | rfl)
      · exact m0
      · exact m1
      · exact m2
    · apply Submodule.span_mono
      rintro _ ⟨k, rfl⟩
      fin_cases k <;> simp
  rw [hs, finrank_span_eq_card li, Fintype.card_fin]
```

The independence concerns functions on all pairs of vectors. A particular data set can have lower rank: if every sampled pair is parallel, the $I_1$ column is zero.

For $n = 3$ the coefficient $n - 1$ is 2, which gives the relation in the title.

```lean
/-- In three dimensions `I2 = I1 + 2 I0` for all vectors, and the three invariants span a
space of dimension two. -/
theorem chains_three_dim :
    (∀ a b : Fin 3 → ℝ, chain2 a b = chain1 a b + 2 * chain0 a b) ∧
    Module.finrank ℝ
      (Submodule.span ℝ ({chain0, chain1, chain2} : Set (PairFunction (Fin 3)))) = 2 := by
  refine ⟨fun a b => ?_, chains_rank_two.2⟩
  have h := congrFun (congrFun (chain2_eq (ι := Fin 3)) a) b
  simp only [Pi.add_apply, Pi.smul_apply, smul_eq_mul, Fintype.card_fin] at h
  rw [h]
  norm_num
```

## Arbitrary tensors have no such relation

The redundancy comes from the product form $ab^T$. Suppose that coefficients $c_0, c_1, c_2$ make the corresponding combination of the three squared norms vanish for every tensor $T$, with $n \geq 2$. Three test tensors determine them.

- The identity has only a scalar part, with squared norm $n$. Hence $c_0 n = 0$ and $c_0 = 0$.
- The tensor $e_k e_k^T$ then gives $c_2(1 - 1/n) = 0$. Since $n \geq 2$, the factor is nonzero and $c_2 = 0$.
- The tensor $e_k e_l^T$ with $k \neq l$ gives $(c_1 + c_2)/2 = 0$, so $c_1 = 0$.

The two product tensors alone would admit the solution $(c_0, c_1, c_2) = (n-1, 1, -1)$, which is the relation found above. The identity, which is not a product of two vectors when $n \geq 2$, excludes it. In the proof, `e1`, `e2` and `e3` are the three equations in this order.

```lean
/-- On arbitrary second-rank tensors in at least two dimensions, the squared norms of the
three parts satisfy no linear relation. -/
theorem general_tensor_independent [Nontrivial ι] (c0 c1 c2 : ℝ)
    (h : ∀ T : Matrix ι ι ℝ, c0 * frobSq (scalarPart T) + c1 * frobSq (antisymPart T)
      + c2 * frobSq (tracelessPart T) = 0) : c0 = 0 ∧ c1 = 0 ∧ c2 = 0 := by
  have hn : (Fintype.card ι : ℝ) ≠ 0 := Nat.cast_ne_zero.mpr Fintype.card_ne_zero
  have hn1 : (1 : ℝ) < Fintype.card ι := by exact_mod_cast Fintype.one_lt_card (α := ι)
  obtain ⟨k, l, hkl⟩ := exists_pair_ne ι
  -- the identity tensor has only a scalar part
  have ha : antisymPart (1 : Matrix ι ι ℝ) = 0 := by simp [antisymPart]
  have hs : tracelessPart (1 : Matrix ι ι ℝ) = 0 := by
    unfold tracelessPart symPart scalarPart
    rw [Matrix.trace_one, div_self hn, Matrix.transpose_one]
    module
  have z : frobSq (0 : Matrix ι ι ℝ) = 0 := by simp [frobSq]
  have e1 := h 1
  rw [ha, hs, z, frobSq_scalarPart, Matrix.trace_one, mul_zero, mul_zero, add_zero,
    add_zero] at e1
  have h0 : c0 = 0 :=
    (mul_eq_zero.mp e1).resolve_right (div_ne_zero (pow_ne_zero 2 hn) hn)
  -- product tensors of unit vectors fix the other two coefficients
  have e2 : c0 * chain0 (Pi.single k 1) (Pi.single k 1)
      + c1 * chain1 (Pi.single k 1) (Pi.single k 1)
      + c2 * chain2 (Pi.single k 1) (Pi.single k 1) = 0 :=
    h (vecMulVec (Pi.single k 1) (Pi.single k 1))
  have e3 : c0 * chain0 (Pi.single k 1) (Pi.single l 1)
      + c1 * chain1 (Pi.single k 1) (Pi.single l 1)
      + c2 * chain2 (Pi.single k 1) (Pi.single l 1) = 0 :=
    h (vecMulVec (Pi.single k 1) (Pi.single l 1))
  rw [(chains_parallel k).2.1, (chains_parallel k).2.2, h0, zero_mul, mul_zero, zero_add,
    zero_add] at e2
  rw [(chains_orthogonal hkl).2.1, (chains_orthogonal hkl).2.2, h0] at e3
  have hlt : 1 / (Fintype.card ι : ℝ) < 1 := by
    rw [div_lt_one (by linarith)]
    exact hn1
  have h2 : c2 = 0 := (mul_eq_zero.mp e2).resolve_right (by linarith)
  rw [h2] at e3
  exact ⟨h0, by linarith, h2⟩

end

end CouplingChainInvariants
```

The order of operations in a code therefore matters. Suppose that in three dimensions it first accumulates a tensor $T = \sum_m a_m b_m^T$ over three or more freely chosen pairs of vectors and then takes the three norms. Then $T$ can be any tensor, and none of the three norms is a linear combination of the other two. Two pairs already break the relation: $T = e_1e_1^T + e_2e_2^T$ has squared norms $4/3$, $0$ and $2/3$ for its scalar, antisymmetric and symmetric traceless parts, whereas the relation would require $8/3$ for the last. If it evaluates the norms for each pair and then adds them, the relation survives the sum, and one column is redundant.

```lean
#print axioms CouplingChainInvariants.chains_three_dim
#print axioms CouplingChainInvariants.general_tensor_independent
```

```
'CouplingChainInvariants.chains_three_dim' depends on axioms: [propext, Classical.choice, Quot.sound]
'CouplingChainInvariants.general_tensor_independent' depends on axioms: [propext, Classical.choice, Quot.sound]
```
